# Given Both Multipliers, a Nested Lagrangian Yields the Energy Gradient without Orbital or Amplitude Responses

Differentiate a coupled-cluster energy $E(x,k,t)$ with respect to nuclear coordinates $x$, ignore how the orbital parameters $k$ and amplitudes $t$ follow the nuclei, and the force is in general wrong. The chain rule gives

$$\frac{dE}{dx}=E_x+E_k\,k'(x)+E_t\,t'(x),$$

where subscripts denote partial derivatives. The energy is generally not stationary in $k$ or $t$, so the last two terms remain, and computing them directly requires the responses $k'$ and $t'$ for every nuclear displacement. If two multipliers $l$ and $z$ solve the linear equations below, these responses disappear from the gradient.

## Energy, residuals and Lagrangian

```lean
import Mathlib

open scoped InnerProductSpace Topology

namespace NestedLagrangianGradient

noncomputable section

variable {X K T V W : Type*}
  [NormedAddCommGroup X] [NormedSpace ℝ X] [NormedAddCommGroup K] [NormedSpace ℝ K]
  [NormedAddCommGroup T] [NormedSpace ℝ T]
  [NormedAddCommGroup V] [InnerProductSpace ℝ V]
  [NormedAddCommGroup W] [InnerProductSpace ℝ W]
```

The spaces `X`, `K` and `T` hold the nuclear coordinates, orbital parameters and amplitudes. `W` and `V` hold the amplitude residual $R(x,k,t)$ and the orbital residual $G(x,k)$, whose zeros determine $t$ and $k$. All spaces are real; the residual spaces have inner products. Finite lists of real parameters are included, but finite dimension is not required.

```lean
/-- The nested Lagrangian `E + ⟨l, R⟩ + ⟨z, G⟩`, a function of the external parameters,
the orbital parameters and the amplitudes. -/
def lagrangian (E : X × K × T → ℝ) (R : X × K × T → W) (G : X × K → V) (l : W) (z : V)
    (p : X × K × T) : ℝ :=
  E p + ⟪l, R p⟫_ℝ + ⟪z, G (p.1, p.2.1)⟫_ℝ
```

This is $L=E+\langle l,R\rangle+\langle z,G\rangle$, with $l$ and $z$ held fixed. A point `p` is the triple $(x,k,t)$, with components `p.1`, `p.2.1` and `p.2.2`. Since $G$ receives only the first two, the orbitals are determined without reference to the amplitudes, as with Hartree–Fock orbitals.

## Two linear equations, solved in sequence

```lean
/-- The amplitude multiplier equation `R_tᵀ l = -E_t` at the point `p`, tested on every
amplitude displacement. -/
def AmplitudeMultiplier (E : X × K × T → ℝ) (R : X × K × T → W) (p : X × K × T)
    (l : W) : Prop :=
  ∀ δt : T, ⟪l, fderiv ℝ R p (0, 0, δt)⟫_ℝ = -fderiv ℝ E p (0, 0, δt)
```

`fderiv ℝ R p` is the full derivative of $R$ at $p$, a linear map. Applied to $(0,0,\delta t)$, it gives $R_t\,\delta t$. The definition therefore reads $\langle l,R_t\,\delta t\rangle=-E_t\,\delta t$ for every $\delta t$, which is $R_t^T l=-E_t$ without the need to construct a transpose.

```lean
/-- The orbital multiplier equation `G_kᵀ z = -(E_k + R_kᵀ l)` at the point `p`, tested on
every orbital displacement. -/
def OrbitalMultiplier (E : X × K × T → ℝ) (R : X × K × T → W) (G : X × K → V)
    (p : X × K × T) (l : W) (z : V) : Prop :=
  ∀ δk : K, ⟪z, fderiv ℝ G (p.1, p.2.1) (0, δk)⟫_ℝ =
    -(fderiv ℝ E p (0, δk, 0) + ⟪l, fderiv ℝ R p (0, δk, 0)⟫_ℝ)
```

Likewise, $\langle z,G_k\,\delta k\rangle=-(E_k\,\delta k+\langle l,R_k\,\delta k\rangle)$ for every $\delta k$. The equations are nested: $l$ comes first and then enters the equation for $z$. Neither contains a nuclear displacement, so one pair $(l,z)$ serves all of them.

```lean
/-- The response-free expression `E_x + ⟨l, R_x⟩ + ⟨z, G_x⟩`, as a linear function of the
displacement of the external parameters. -/
def nestedGradient (E : X × K × T → ℝ) (R : X × K × T → W) (G : X × K → V)
    (p : X × K × T) (l : W) (z : V) : X →L[ℝ] ℝ :=
  (fderiv ℝ E p).comp (ContinuousLinearMap.inl ℝ X (K × T)) +
    (innerSL ℝ l).comp ((fderiv ℝ R p).comp (ContinuousLinearMap.inl ℝ X (K × T))) +
    (innerSL ℝ z).comp
      ((fderiv ℝ G (p.1, p.2.1)).comp (ContinuousLinearMap.inl ℝ X K))
```

This is $E_x+\langle l,R_x\rangle+\langle z,G_x\rangle$. The type `X →L[ℝ] ℝ` means a continuous linear map from displacements to numbers. The map `inl` turns $v$ into $(v,0)$, and `innerSL ℝ l` takes the inner product with $l$.

```lean
variable {E : X × K × T → ℝ} {R : X × K × T → W} {G : X × K → V}

/-- Along a displacement `v`, the response-free expression contains only the explicit
derivatives of the energy and of the two residuals. -/
theorem nestedGradient_apply (p : X × K × T) (l : W) (z : V) (v : X) :
    nestedGradient E R G p l z v = fderiv ℝ E p (v, 0, 0) +
      ⟪l, fderiv ℝ R p (v, 0, 0)⟫_ℝ + ⟪z, fderiv ℝ G (p.1, p.2.1) (v, 0)⟫_ℝ := by
  simp [nestedGradient]
  rfl
```

Evaluated on a displacement $v$, the expression is

$$E_xv+\langle l,R_xv\rangle+\langle z,G_xv\rangle.$$

The proof unfolds the definition.

## Stationarity is the pair of multiplier equations

```lean
/-- If the energy and both residuals are differentiable at `p`, so is the Lagrangian, and its
derivative is the sum of theirs weighted with the fixed multipliers. -/
theorem lagrangian_derivative {p : X × K × T} (hE : DifferentiableAt ℝ E p)
    (hR : DifferentiableAt ℝ R p) (hG : DifferentiableAt ℝ G (p.1, p.2.1)) (l : W) (z : V) :
    DifferentiableAt ℝ (lagrangian E R G l z) p ∧
      ∀ w : X × K × T, fderiv ℝ (lagrangian E R G l z) p w = fderiv ℝ E p w +
        ⟪l, fderiv ℝ R p w⟫_ℝ + ⟪z, fderiv ℝ G (p.1, p.2.1) (w.1, w.2.1)⟫_ℝ := by
  have hπ : HasFDerivAt (fun q : X × K × T => (q.1, q.2.1))
      ((ContinuousLinearMap.fst ℝ X (K × T)).prod
        ((ContinuousLinearMap.fst ℝ K T).comp (ContinuousLinearMap.snd ℝ X (K × T)))) p :=
    ((ContinuousLinearMap.fst ℝ X (K × T)).prod
      ((ContinuousLinearMap.fst ℝ K T).comp
        (ContinuousLinearMap.snd ℝ X (K × T)))).hasFDerivAt
  have hGπ := HasFDerivAt.comp p hG.hasFDerivAt hπ
  have h1 := (innerSL ℝ l).hasFDerivAt.comp p hR.hasFDerivAt
  have h2 := (innerSL ℝ z).hasFDerivAt.comp p hGπ
  have hfun : lagrangian E R G l z = E + (innerSL ℝ l) ∘ R +
      (innerSL ℝ z) ∘ (G ∘ fun q : X × K × T => (q.1, q.2.1)) := by
    funext q
    simp [lagrangian]
  have h := (hE.hasFDerivAt.add h1).add h2
  rw [← hfun] at h
  refine ⟨h.differentiableAt, fun w => ?_⟩
  rw [h.fderiv]
  simp
```

Let $w=(v,\delta k,\delta t)$. Because $l$ and $z$ are constant, the sum and chain rules give

$$DL(p)w=DE(p)w+\langle l,DR(p)w\rangle+\langle z,DG(x,k)(v,\delta k)\rangle.$$

In the proof, `hπ` differentiates the projection $(x,k,t)\mapsto(x,k)$, which is linear and hence its own derivative. `h1` and `h2` differentiate the two multiplier terms, and `h` adds everything up.

```lean
/-- For differentiable energy and residuals, the Lagrangian is stationary in orbitals and
amplitudes exactly when both multiplier equations hold. -/
theorem stationary_iff {p : X × K × T} (hE : DifferentiableAt ℝ E p)
    (hR : DifferentiableAt ℝ R p) (hG : DifferentiableAt ℝ G (p.1, p.2.1)) (l : W) (z : V) :
    (∀ (δk : K) (δt : T), fderiv ℝ (lagrangian E R G l z) p (0, δk, δt) = 0) ↔
      AmplitudeMultiplier E R p l ∧ OrbitalMultiplier E R G p l z := by
  have hd := (lagrangian_derivative hE hR hG l z).2
  have h0 : fderiv ℝ G (p.1, p.2.1) ((0 : X), (0 : K)) = 0 :=
    (fderiv ℝ G (p.1, p.2.1)).map_zero
  -- the orbital residual does not feel the amplitudes
  have ht : ∀ δt : T, fderiv ℝ (lagrangian E R G l z) p (0, 0, δt) =
      fderiv ℝ E p (0, 0, δt) + ⟪l, fderiv ℝ R p (0, 0, δt)⟫_ℝ := by
    intro δt
    rw [hd, h0, inner_zero_right, add_zero]
  constructor
  · intro h
    refine ⟨fun δt => ?_, fun δk => ?_⟩
    · have h1 := h 0 δt
      rw [ht] at h1
      linarith
    · have h1 := h δk 0
      rw [hd] at h1
      linarith
  · rintro ⟨ha, hb⟩ δk δt
    have hs : ((0 : X), δk, δt) = (0, δk, 0) + (0, 0, δt) := by simp
    rw [hs, map_add, ht, hd]
    have h1 := ha δt
    have h2 := hb δk
    linarith
```

Set $v=0$. A pure amplitude displacement changes the Lagrangian to first order by

$$E_t\,\delta t+\langle l,R_t\,\delta t\rangle,$$

because $G$ does not depend on $t$. A pure orbital displacement gives

$$E_k\,\delta k+\langle l,R_k\,\delta k\rangle+\langle z,G_k\,\delta k\rangle.$$

These vanish for all displacements exactly when the two multiplier equations hold. Conversely, a joint displacement splits as $(0,\delta k,\delta t)=(0,\delta k,0)+(0,0,\delta t)$, so linearity covers it too. The proof makes the same split in `hs`, and `linarith` completes the linear algebra.

## The responses cancel

```lean
/-- Nested Lagrangian gradient: if both residuals vanish along a differentiable path near `x`,
all functions are differentiable there and the multiplier equations hold, the total energy
derivative is `E_x + ⟨l, R_x⟩ + ⟨z, G_x⟩`. -/
theorem energy_gradient {k : X → K} {t : X → T} {x : X} {l : W} {z : V}
    (hE : DifferentiableAt ℝ E (x, k x, t x)) (hR : DifferentiableAt ℝ R (x, k x, t x))
    (hG : DifferentiableAt ℝ G (x, k x))
    (hk : DifferentiableAt ℝ k x) (ht : DifferentiableAt ℝ t x)
    (hR0 : ∀ᶠ y in 𝓝 x, R (y, k y, t y) = 0) (hG0 : ∀ᶠ y in 𝓝 x, G (y, k y) = 0)
    (hl : AmplitudeMultiplier E R (x, k x, t x) l)
    (hz : OrbitalMultiplier E R G (x, k x, t x) l z) :
    HasFDerivAt (fun y => E (y, k y, t y)) (nestedGradient E R G (x, k x, t x) l z) x := by
  obtain ⟨hL, hd⟩ := lagrangian_derivative (p := (x, k x, t x)) hE hR hG l z
  have hst := (stationary_iff (p := (x, k x, t x)) hE hR hG l z).2 ⟨hl, hz⟩
  have hpath : HasFDerivAt (fun y => (y, k y, t y))
      ((ContinuousLinearMap.id ℝ X).prod ((fderiv ℝ k x).prod (fderiv ℝ t x))) x :=
    (hasFDerivAt_id x).prodMk (hk.hasFDerivAt.prodMk ht.hasFDerivAt)
  have hc := HasFDerivAt.comp x hL.hasFDerivAt hpath
  -- near `x`, the energy and the Lagrangian agree on the path
  have heq : (fun y => E (y, k y, t y)) =ᶠ[𝓝 x]
      (lagrangian E R G l z) ∘ (fun y => (y, k y, t y)) := by
    filter_upwards [hR0, hG0] with y h1 h2
    simp [lagrangian, h1, h2]
  refine (hc.congr_of_eventuallyEq heq).congr_fderiv (ContinuousLinearMap.ext fun v => ?_)
  change fderiv ℝ (lagrangian E R G l z) (x, k x, t x)
    (v, fderiv ℝ k x v, fderiv ℝ t x v) = _
  -- stationarity removes both responses
  have hs : (v, fderiv ℝ k x v, fderiv ℝ t x v) =
      (v, 0, 0) + (0, fderiv ℝ k x v, fderiv ℝ t x v) := by simp
  rw [hs, map_add, hst, add_zero, nestedGradient_apply]
  exact hd (v, 0, 0)
```

The notation `∀ᶠ y in 𝓝 x` means "for all $y$ sufficiently close to $x$". Both residuals are assumed to vanish near $x$, because vanishing at $x$ alone would not control how they change along the path. The conclusion `HasFDerivAt f f' x` says that `f` is differentiable at `x` with derivative `f'`.

By hand, follow the path $c(y)=(y,k(y),t(y))$. Near $x$ the residuals vanish on it, so $E(c(y))=L(c(y))$, with $l$ and $z$ kept at their values for $x$. The chain rule and linearity then give

$$\begin{aligned}
\frac{dE}{dx}v&=DL(v,k'v,t'v)\\
&=DL(v,0,0)+DL(0,k'v,t'v).
\end{aligned}$$

The last term is zero by stationarity. The remaining one is $E_xv+\langle l,R_xv\rangle+\langle z,G_xv\rangle$.

In Lean, `hpath` differentiates the path, `hc` applies the chain rule, `heq` equates energy and Lagrangian nearby, and `hst` removes the responses.

For coupled-cluster gradients, this justifies replacing response equations by multiplier equations when the orbital condition is independent of the amplitudes, the energy, the residuals and the solution path are differentiable, and both multipliers exist. These conditions are assumed, and no particular Hamiltonian or cluster ansatz enters.

An alternative model would take continuously differentiable residuals on finite-dimensional spaces, with $G_k$ and $R_t$ invertible at a solution. The implicit function theorem would then supply the local path, and invertibility would supply unique multipliers. That version would exclude singular Jacobians, whereas the present one still applies there if a differentiable path and multipliers happen to exist.

## A cubic energy that needs the orbital multiplier

```lean
/-- Model energy `E = k t`. -/
def modelEnergy (p : ℝ × ℝ × ℝ) : ℝ := p.2.1 * p.2.2
```

The model energy is $E=kt$, with one real number for each variable.

```lean
/-- Model amplitude residual `R = t - k²`. -/
def modelAmplitude (p : ℝ × ℝ × ℝ) : ℝ := p.2.2 - p.2.1 * p.2.1
```

The amplitude condition $R=t-k^2=0$ is nonlinear in the orbital parameter.

```lean
/-- Model orbital residual `G = k - x`. -/
def modelOrbital (q : ℝ × ℝ) : ℝ := q.2 - q.1
```

The orbital condition $G=k-x=0$ makes $k$ follow $x$.

```lean
/-- The model functions are differentiable, with the derivatives given by the product and difference
rules. -/
theorem model_derivatives :
    (∀ p, DifferentiableAt ℝ modelEnergy p ∧
      ∀ w, fderiv ℝ modelEnergy p w = p.2.1 * w.2.2 + p.2.2 * w.2.1) ∧
    (∀ p, DifferentiableAt ℝ modelAmplitude p ∧
      ∀ w, fderiv ℝ modelAmplitude p w = w.2.2 - (p.2.1 * w.2.1 + p.2.1 * w.2.1)) ∧
    (∀ q, DifferentiableAt ℝ modelOrbital q ∧
      ∀ w, fderiv ℝ modelOrbital q w = w.2 - w.1) := by
  have hk : ∀ p, HasFDerivAt (fun q : ℝ × ℝ × ℝ => q.2.1)
      ((ContinuousLinearMap.fst ℝ ℝ ℝ).comp (ContinuousLinearMap.snd ℝ ℝ (ℝ × ℝ))) p :=
    fun p => ((ContinuousLinearMap.fst ℝ ℝ ℝ).comp
      (ContinuousLinearMap.snd ℝ ℝ (ℝ × ℝ))).hasFDerivAt
  have ht : ∀ p, HasFDerivAt (fun q : ℝ × ℝ × ℝ => q.2.2)
      ((ContinuousLinearMap.snd ℝ ℝ ℝ).comp (ContinuousLinearMap.snd ℝ ℝ (ℝ × ℝ))) p :=
    fun p => ((ContinuousLinearMap.snd ℝ ℝ ℝ).comp
      (ContinuousLinearMap.snd ℝ ℝ (ℝ × ℝ))).hasFDerivAt
  refine ⟨fun p => ?_, fun p => ?_, fun q => ?_⟩
  · have h : HasFDerivAt modelEnergy _ p := (hk p).mul (ht p)
    exact ⟨h.differentiableAt, fun w => by rw [h.fderiv]; rfl⟩
  · have h : HasFDerivAt modelAmplitude _ p := (ht p).sub ((hk p).mul (hk p))
    exact ⟨h.differentiableAt, fun w => by rw [h.fderiv]; rfl⟩
  · have h1 : HasFDerivAt (fun r : ℝ × ℝ => r.1) (ContinuousLinearMap.fst ℝ ℝ ℝ) q :=
      (ContinuousLinearMap.fst ℝ ℝ ℝ).hasFDerivAt
    have h2 : HasFDerivAt (fun r : ℝ × ℝ => r.2) (ContinuousLinearMap.snd ℝ ℝ ℝ) q :=
      (ContinuousLinearMap.snd ℝ ℝ ℝ).hasFDerivAt
    have h : HasFDerivAt modelOrbital _ q := h2.sub h1
    exact ⟨h.differentiableAt, fun w => by rw [h.fderiv]; rfl⟩
```

For $w=(v,\delta k,\delta t)$, the derivatives are

$$\begin{aligned}
DE\,w&=k\,\delta t+t\,\delta k,\\
DR\,w&=\delta t-2k\,\delta k,\\
DG(v,\delta k)&=\delta k-v.
\end{aligned}$$

The proof uses the product and difference rules.

```lean
/-- On the path `k = x`, `t = x²` the model satisfies both residual equations, with multipliers
`l = -x` and `z = -3x²`. The gradient formula gives `3x²`, and with `z` replaced by zero it
gives `0`. -/
theorem model_witness (x : ℝ) :
    modelAmplitude (x, x, x * x) = 0 ∧ modelOrbital (x, x) = 0 ∧
    AmplitudeMultiplier modelEnergy modelAmplitude (x, x, x * x) (-x) ∧
    OrbitalMultiplier modelEnergy modelAmplitude modelOrbital (x, x, x * x)
      (-x) (-3 * x ^ 2) ∧
    nestedGradient modelEnergy modelAmplitude modelOrbital (x, x, x * x)
      (-x) (-3 * x ^ 2) 1 = 3 * x ^ 2 ∧
    nestedGradient modelEnergy modelAmplitude modelOrbital (x, x, x * x) (-x) (0 : ℝ) 1 = 0 := by
  obtain ⟨hE, hR, hG⟩ := model_derivatives
  have hin : ∀ a b : ℝ, ⟪a, b⟫_ℝ = a * b := fun a b => by simp [mul_comm]
  refine ⟨by simp [modelAmplitude], by simp [modelOrbital], fun δt => ?_, fun δk => ?_, ?_, ?_⟩
  · rw [(hE _).2, (hR _).2, hin]
    ring
  · rw [(hE _).2, (hR _).2, (hG _).2, hin, hin]
    ring
  · rw [nestedGradient_apply, (hE _).2, (hR _).2, (hG _).2, hin, hin]
    ring
  · rw [nestedGradient_apply, (hE _).2, (hR _).2, (hG _).2, hin, hin]
    ring

end

end NestedLagrangianGradient
```

The path is $k=x$, $t=x^2$, so the energy along it is $x^3$. From $R_t=1$ and $E_t=x$ follows $l=-x$. Then $E_k+lR_k=x^2+2x^2=3x^2$, and $G_k=1$ gives $z=-3x^2$. Since $E_x=R_x=0$ and $G_x=-1$, the gradient is $3x^2$. Setting $z=0$ gives zero instead, which is wrong whenever $x\ne0$. The proof inserts the derivatives, and `ring` checks the algebra.

At $x=2$, for instance, $k=2$, $t=4$, $l=-2$ and $z=-12$. The formula gives $(-12)(-1)=12$. The direct route needs the responses $k'=1$ and $t'=4$, and gives $tk'+kt'=4+8=12$.

```lean
#print axioms NestedLagrangianGradient.energy_gradient
-- 'NestedLagrangianGradient.energy_gradient' depends on axioms: [propext, Classical.choice, Quot.sound]
```
